# A product of Householder reflections along unit vectors with no first component is orthogonal and fixes the first basis vector

Take a finite list of real vectors in n + 1 dimensions, each of unit length and with first component zero, and let Q be the ordered product of their Householder matrices 1 − 2uuᵀ. The lemma `reflectorProduct_orthogonal` states that QᵀQ = 1 and that Q leaves the first basis vector unchanged. Read as a change of basis among n + 1 orthonormal real orbitals, Q keeps the first orbital as it is and can mix only the others. The attempt goes by induction on the list: the empty list is left to `simp`, and a longer one is handled by splitting off its first reflector, which is symmetric, is its own inverse and fixes the first basis vector.

Lean 4 with Mathlib refuses this proof:

```lean
import Mathlib

open Matrix

namespace HouseholderTridiagonal

/-- The Householder matrix `1 - 2 u uᵀ`; it is a reflection when `u` is a unit vector. -/
def reflector {n : ℕ} (u : Fin n → ℝ) : Matrix (Fin n) (Fin n) ℝ :=
  1 - (2 : ℝ) • vecMulVec u u

/-- The ordered product of the Householder matrices of a list of vectors. -/
def reflectorProduct {n : ℕ} (L : List (Fin n → ℝ)) : Matrix (Fin n) (Fin n) ℝ :=
  (L.map reflector).prod

/-- A Householder matrix subtracts from `x` twice its overlap with `u`, along `u`. -/
theorem reflector_mulVec {n : ℕ} (u x : Fin n → ℝ) :
    reflector u *ᵥ x = x - (2 * (u ⬝ᵥ x)) • u := by
  have h : vecMulVec u u *ᵥ x = (u ⬝ᵥ x) • u := by
    ext i
    simp only [mulVec, dotProduct, vecMulVec_apply, Pi.smul_apply, smul_eq_mul, Finset.sum_mul]
    exact Finset.sum_congr rfl fun j _ => by ring
  rw [reflector, Matrix.sub_mulVec, Matrix.one_mulVec, Matrix.smul_mulVec, h, smul_smul]

/-- The reflector of a unit vector is symmetric and is its own inverse. -/
theorem reflector_symm_involutive {n : ℕ} {u : Fin n → ℝ} (hu : u ⬝ᵥ u = 1) :
    (reflector u)ᵀ = reflector u ∧ reflector u * reflector u = 1 := by
  have ht : (vecMulVec u u)ᵀ = vecMulVec u u := by
    ext i j
    exact mul_comm (u j) (u i)
  have hp : vecMulVec u u * vecMulVec u u = vecMulVec u u := by
    ext i j
    simp only [Matrix.mul_apply, vecMulVec_apply]
    calc ∑ k, u i * u k * (u k * u j) = u i * (u ⬝ᵥ u) * u j := by
          simp only [dotProduct, Finset.mul_sum, Finset.sum_mul]
          exact Finset.sum_congr rfl fun k _ => by ring
      _ = u i * u j := by rw [hu, mul_one]
  constructor
  · rw [reflector, transpose_sub, transpose_one, transpose_smul, ht]
  · simp only [reflector, sub_mul, mul_sub, one_mul, mul_one, Matrix.smul_mul,
      Matrix.mul_smul, hp]
    module

/-- A product of reflectors acting on the trailing coordinates is orthogonal and fixes the
first basis vector. -/
theorem reflectorProduct_orthogonal {n : ℕ} (L : List (Fin (n + 1) → ℝ))
    (hL : ∀ u ∈ L, u ⬝ᵥ u = 1 ∧ u 0 = 0) :
    (reflectorProduct L)ᵀ * reflectorProduct L = 1 ∧
      reflectorProduct L *ᵥ Pi.single 0 1 = Pi.single 0 1 := by
  induction L with
  | nil => simp [reflectorProduct]
  | cons u L ih =>
    obtain ⟨ho, hf⟩ := ih fun v hv => hL v (List.mem_cons_of_mem _ hv)
    obtain ⟨hu, hu0⟩ := hL u (by simp)
    obtain ⟨ht, hi⟩ := reflector_symm_involutive hu
    have hc : reflectorProduct (u :: L) = reflector u * reflectorProduct L := by
      simp [reflectorProduct]
    constructor
    · rw [hc, transpose_mul, ht, Matrix.mul_assoc, ← Matrix.mul_assoc (reflector u), hi,
        Matrix.one_mul, ho]
    · rw [hc, ← Matrix.mulVec_mulVec, hf, reflector_mulVec]
      simp [hu0]

end HouseholderTridiagonal
```

The error:

```
Main.lean:50:8: error: unsolved goals
case nil
n : ℕ
hL : ∀ u ∈ [], u ⬝ᵥ u = 1 ∧ u 0 = 0
⊢ col 1 0 = Pi.single 0 1
```

As a diff, the version that Lean accepts:

```diff
@@ -48,5 +48,8 @@
       reflectorProduct L *ᵥ Pi.single 0 1 = Pi.single 0 1 := by
   induction L with
-  | nil => simp [reflectorProduct]
+  | nil =>
+    constructor
+    · simp [reflectorProduct]
+    · simp only [reflectorProduct, List.map_nil, List.prod_nil, Matrix.one_mulVec]
   | cons u L ih =>
     obtain ⟨ho, hf⟩ := ih fun v hv => hL v (List.mem_cons_of_mem _ hv)
```

The one error is in the empty-list case, where the product is the identity matrix. `simp` proved the orthogonality half but left `col 1 0 = Pi.single 0 1` from the other.

That half begins as the identity matrix applied to `Pi.single 0 1`. Two simplifications fit: the identity returns any vector unchanged, or a matrix applied to a basis vector gives the matching column. `simp` took the second, and the result, column 0 of the identity, no longer has the form that `Matrix.one_mulVec` rewrites. The remaining equation is true, but `simp` did not close it.

The repair splits the two halves with `constructor` and keeps the old `simp` call for the first. For the second, `simp only` is given just the definition, the two list lemmas that reduce the empty product to 1, and `Matrix.one_mulVec`. The column rule is not in that list, so the identity simply drops out and both sides become `Pi.single 0 1`.
